# The unique least-squares one-body fit to the energies of all fragment subsets

When the energies of all subsets of a finite fragment set are fitted by a constant plus one effective energy per fragment, with equal weights, the best parameters can be written down without solving a linear system. They are explicit weighted sums of the inclusion-exclusion increments, and no other parameters reach the same squared error.

```lean
import Mathlib

open Finset

namespace LeastSquaresOneBody

noncomputable section

variable {ι : Type*} [Fintype ι] [DecidableEq ι]

/-- The inclusion-exclusion increment of the energy `E` at the set of fragments `S`. -/
def increment (E : Finset ι → ℝ) (S : Finset ι) : ℝ :=
  ∑ T ∈ S.powerset, (-1) ^ (S.card + T.card) * E T

/-- The one-body model: a constant plus one energy for each fragment present. -/
def model (c : ℝ) (a : ι → ℝ) (S : Finset ι) : ℝ := c + ∑ i ∈ S, a i

/-- The unweighted squared error of a one-body model, summed over all sets of fragments. -/
def sqError (E : Finset ι → ℝ) (c : ℝ) (a : ι → ℝ) : ℝ :=
  ∑ S : Finset ι, (E S - model c a S) ^ 2

/-- The effective energy of fragment `i`: each increment containing `i`, damped by a factor
of two for every further fragment. -/
def slope (E : Finset ι → ℝ) (i : ι) : ℝ :=
  ∑ S : Finset ι with i ∈ S, increment E S / 2 ^ (S.card - 1)

/-- The constant term of the fitted model, written in increments. -/
def intercept (E : Finset ι → ℝ) : ℝ :=
  ∑ S : Finset ι, (1 - (S.card : ℝ)) * increment E S / 2 ^ S.card

omit [Fintype ι] in
/-- The increment with an added fragment is the increment computed in the presence of that
fragment minus the one computed in its absence. -/
theorem increment_insert (E : Finset ι → ℝ) {i : ι} {S : Finset ι} (hi : i ∉ S) :
    increment E (insert i S) = increment (fun T => E (insert i T)) S - increment E S := by
  unfold increment
  rw [sum_powerset_insert hi, card_insert_of_notMem hi, ← sum_add_distrib, ← sum_sub_distrib]
  refine sum_congr rfl fun T hT => ?_
  have hT' : i ∉ T := fun h => hi (mem_powerset.1 hT h)
  rw [card_insert_of_notMem hT']
  ring

/-- Among all sets of fragments, a fraction `(1/2)^|U|` contains the given set `U`. -/
theorem sum_superset_indicator (U : Finset ι) :
    ∑ S : Finset ι, (if U ⊆ S then (1 : ℝ) else 0)
      = 2 ^ Fintype.card ι * (1 / 2) ^ U.card := by
  have hf : (univ.filter fun S : Finset ι => U ⊆ S) = Finset.Icc U univ := by
    ext S
    simp [Finset.mem_Icc]
  obtain ⟨k, hk⟩ := Nat.exists_eq_add_of_le (Finset.card_le_univ U)
  have h1 : (2 : ℝ) ^ U.card * (1 / 2) ^ U.card = 1 := by
    rw [← mul_pow]
    norm_num
  rw [Finset.sum_boole, hf, Finset.card_Icc_finset (subset_univ U), Finset.card_univ, hk,
    Nat.add_sub_cancel_left, pow_add, Nat.cast_pow, Nat.cast_ofNat]
  calc (2 : ℝ) ^ k = 2 ^ k * (2 ^ U.card * (1 / 2) ^ U.card) := by rw [h1, mul_one]
    _ = _ := by ac_rfl

/-- The total energy of all sets containing `U`, expressed through the increments. -/
theorem sum_superset_energy (E : Finset ι → ℝ) (U : Finset ι) :
    ∑ S : Finset ι, (if U ⊆ S then E S else 0)
      = 2 ^ Fintype.card ι * ∑ T : Finset ι, increment E T * (1 / 2) ^ (T ∪ U).card := by
  -- the increments of all subsets add up to the energy
  have inv : ∀ (S : Finset ι) (F : Finset ι → ℝ),
      ∑ T ∈ S.powerset, increment F T = F S := by
    intro S
    induction S using Finset.induction_on with
    | empty => intro F; simp [increment]
    | insert i s hi ih =>
      intro F
      refine Eq.trans ?_ (ih (fun T => F (insert i T)))
      rw [sum_powerset_insert hi, ← sum_add_distrib]
      refine sum_congr rfl fun T hT => ?_
      rw [increment_insert F (fun h => hi (mem_powerset.1 hT h))]
      ring
  have inv' : ∀ S : Finset ι, E S = ∑ T : Finset ι, if T ⊆ S then increment E T else 0 := by
    intro S
    rw [← inv S E, ← Finset.sum_filter]
    exact sum_congr (by ext T; simp) fun _ _ => rfl
  calc _ = ∑ S : Finset ι, ∑ T : Finset ι,
        increment E T * (if T ∪ U ⊆ S then (1 : ℝ) else 0) := by
        refine sum_congr rfl fun S _ => ?_
        by_cases h : U ⊆ S
        · rw [if_pos h, inv' S]
          refine sum_congr rfl fun T _ => ?_
          simp [Finset.union_subset_iff, h]
        · simp [Finset.union_subset_iff, h]
    _ = _ := by
        rw [sum_comm, mul_sum]
        refine sum_congr rfl fun T _ => ?_
        rw [← mul_sum, sum_superset_indicator]
        ring

/-- The effective fragment energy as a contrast between the total energy of the sets
containing `i` and the total energy of all sets. -/
theorem slope_contrast (E : Finset ι → ℝ) (i : ι) :
    2 ^ Fintype.card ι * slope E i
      = 4 * ∑ S : Finset ι, (if i ∈ S then E S else 0) - 2 * ∑ S : Finset ι, E S := by
  have e0 := sum_superset_energy E ∅
  have ei := sum_superset_energy E {i}
  simp only [empty_subset, if_true, union_empty] at e0
  simp only [singleton_subset_iff] at ei
  have hq : slope E i = 4 * ∑ T : Finset ι, increment E T * (1 / 2) ^ (T ∪ {i}).card
      - 2 * ∑ T : Finset ι, increment E T * (1 / 2) ^ T.card := by
    unfold slope
    rw [sum_filter, mul_sum, mul_sum, ← sum_sub_distrib]
    refine sum_congr rfl fun S _ => ?_
    by_cases h : i ∈ S
    · have hp : 0 < S.card := card_pos.2 ⟨i, h⟩
      obtain ⟨k, hk⟩ : ∃ k, S.card = k + 1 := ⟨S.card - 1, by omega⟩
      rw [if_pos h, union_eq_left.2 (singleton_subset_iff.2 h), hk, Nat.add_sub_cancel,
        one_div, inv_pow, pow_succ, mul_inv, div_eq_mul_inv]
      ring
    · have hc : (S ∪ {i}).card = S.card + 1 := by
        rw [union_comm, ← insert_eq, card_insert_of_notMem h]
      rw [if_neg h, hc, pow_succ]
      ring
  rw [e0, ei, hq]
  ring

/-- The constant term is the mean energy minus half the sum of the effective fragment
energies. -/
theorem intercept_mean (E : Finset ι → ℝ) :
    2 ^ Fintype.card ι * intercept E
      = ∑ S : Finset ι, E S - 2 ^ Fintype.card ι * (∑ i, slope E i) / 2 := by
  have e0 := sum_superset_energy E ∅
  simp only [empty_subset, if_true, union_empty] at e0
  have hA : ∑ i, slope E i
      = ∑ S : Finset ι, (S.card : ℝ) * (increment E S / 2 ^ (S.card - 1)) := by
    simp only [slope, sum_filter]
    rw [sum_comm]
    refine sum_congr rfl fun S _ => ?_
    simp
  have hc : intercept E = ∑ S : Finset ι, increment E S * (1 / 2) ^ S.card
      - (∑ i, slope E i) / 2 := by
    rw [hA, sum_div, ← sum_sub_distrib]
    refine sum_congr rfl fun S _ => ?_
    rcases Nat.eq_zero_or_pos S.card with h | h
    · simp [h]
    · obtain ⟨k, hk⟩ : ∃ k, S.card = k + 1 := ⟨S.card - 1, by omega⟩
      rw [hk, Nat.add_sub_cancel, one_div, inv_pow, pow_succ, div_eq_mul_inv, mul_inv,
        div_eq_mul_inv (increment E S)]
      ring
  rw [e0, hc]
  ring

/-- Normal equations: the residual of the fitted model sums to zero over all sets, and over
all sets containing any given fragment. -/
theorem normal_equations (E : Finset ι → ℝ) :
    ∑ S : Finset ι, (E S - model (intercept E) (slope E) S) = 0 ∧
    ∀ i, ∑ S : Finset ι,
      (if i ∈ S then E S - model (intercept E) (slope E) S else 0) = 0 := by
  -- the model summed over all sets containing `U`
  have hm : ∀ U : Finset ι,
      ∑ S : Finset ι, (if U ⊆ S then model (intercept E) (slope E) S else 0)
        = 2 ^ Fintype.card ι * (intercept E * (1 / 2) ^ U.card
          + ∑ j, slope E j * (1 / 2) ^ (insert j U).card) := by
    intro U
    calc _ = ∑ S : Finset ι, (intercept E * (if U ⊆ S then (1 : ℝ) else 0)
          + ∑ j, slope E j * (if insert j U ⊆ S then (1 : ℝ) else 0)) := by
          refine sum_congr rfl fun S _ => ?_
          by_cases h : U ⊆ S <;> simp [model, h, insert_subset_iff]
      _ = _ := by
          have hj : ∀ j, ∑ S : Finset ι, slope E j * (if insert j U ⊆ S then (1 : ℝ) else 0)
              = 2 ^ Fintype.card ι * (slope E j * (1 / 2) ^ (insert j U).card) := by
            intro j
            rw [← mul_sum, sum_superset_indicator]
            ring
          rw [sum_add_distrib, ← mul_sum, sum_superset_indicator, sum_comm,
            sum_congr rfl fun j _ => hj j, ← mul_sum]
          ring
  have hc := intercept_mean E
  constructor
  · have m0 := hm ∅
    simp only [empty_subset, if_true, card_empty, pow_zero, mul_one, insert_empty_eq,
      card_singleton, pow_one] at m0
    rw [← sum_mul] at m0
    rw [sum_sub_distrib, m0]
    linear_combination -hc
  · intro i
    have mi := hm {i}
    simp only [singleton_subset_iff, card_singleton, pow_one] at mi
    have hs : ∑ j, slope E j * (1 / 2) ^ (insert j ({i} : Finset ι)).card
        = (∑ j, slope E j) / 4 + slope E i / 4 := by
      have ht : ∀ j, slope E j * (1 / 2) ^ (insert j ({i} : Finset ι)).card
          = slope E j / 4 + if j = i then slope E j / 4 else 0 := by
        intro j
        by_cases h : j = i
        · rw [if_pos h, h, pair_eq_singleton, card_singleton]
          ring
        · rw [if_neg h, card_pair h]
          ring
      rw [sum_congr rfl fun j _ => ht j]
      simp [sum_add_distrib, sum_div]
    have hd : ∑ S : Finset ι, (if i ∈ S then E S - model (intercept E) (slope E) S else 0)
        = ∑ S : Finset ι, (if i ∈ S then E S else 0)
          - ∑ S : Finset ι, (if i ∈ S then model (intercept E) (slope E) S else 0) := by
      rw [← sum_sub_distrib]
      refine sum_congr rfl fun S _ => ?_
      by_cases h : i ∈ S <;> simp [h]
    rw [hd, mi, hs]
    linear_combination (-1 / 4 : ℝ) * slope_contrast E i - (1 / 2 : ℝ) * hc

/-- The squared error of any one-body model is that of the fitted model plus the squared
distance between the two models. -/
theorem sqError_decomposition (E : Finset ι → ℝ) (c : ℝ) (a : ι → ℝ) :
    sqError E c a = sqError E (intercept E) (slope E)
      + ∑ S : Finset ι, (model c a S - model (intercept E) (slope E) S) ^ 2 := by
  obtain ⟨h0, hi⟩ := normal_equations E
  -- a function satisfying the normal equations is orthogonal to every one-body model
  have orth : ∀ (r : Finset ι → ℝ), ∑ S, r S = 0 →
      (∀ i, ∑ S : Finset ι, (if i ∈ S then r S else 0) = 0) →
      ∀ (d : ℝ) (b : ι → ℝ), ∑ S, r S * model d b S = 0 := by
    intro r hr hri d b
    have hx : ∀ S : Finset ι, r S * model d b S
        = d * r S + ∑ j, b j * (if j ∈ S then r S else 0) := by
      intro S
      have hb : ∑ j, b j * (if j ∈ S then r S else 0) = (∑ j ∈ S, b j) * r S := by
        rw [sum_mul]
        simp
      rw [hb, model]
      ring
    rw [sum_congr rfl fun S _ => hx S, sum_add_distrib, ← mul_sum, hr, sum_comm,
      mul_zero, zero_add]
    exact sum_eq_zero fun j _ => by rw [← mul_sum, hri j, mul_zero]
  have o1 := orth _ h0 hi c a
  have o2 := orth _ h0 hi (intercept E) (slope E)
  have hx : ∀ S : Finset ι, (E S - model c a S) ^ 2
      = (E S - model (intercept E) (slope E) S) ^ 2
        + (model c a S - model (intercept E) (slope E) S) ^ 2
        - 2 * ((E S - model (intercept E) (slope E) S) * model c a S
          - (E S - model (intercept E) (slope E) S)
            * model (intercept E) (slope E) S) := fun S => by ring
  unfold sqError
  rw [sum_congr rfl fun S _ => hx S, sum_sub_distrib, sum_add_distrib, ← mul_sum,
    sum_sub_distrib, o1, o2]
  ring

/-- A one-body model minimises the squared error over all sets of fragments exactly when its
constant is `intercept E` and its fragment energies are the damped sums of increments. -/
theorem least_squares_iff (E : Finset ι → ℝ) (c : ℝ) (a : ι → ℝ) :
    (∀ c' a', sqError E c a ≤ sqError E c' a') ↔
      c = intercept E ∧
      ∀ i, a i = ∑ S : Finset ι with i ∈ S, increment E S / 2 ^ (S.card - 1) := by
  constructor
  · intro h
    have h1 := h (intercept E) (slope E)
    rw [sqError_decomposition E c a] at h1
    have hn : ∀ S ∈ (univ : Finset (Finset ι)),
        0 ≤ (model c a S - model (intercept E) (slope E) S) ^ 2 := fun S _ => sq_nonneg _
    have hz := (sum_eq_zero_iff_of_nonneg hn).1 (le_antisymm (by linarith) (sum_nonneg hn))
    have heq : ∀ S, model c a S = model (intercept E) (slope E) S := fun S =>
      sub_eq_zero.1 (pow_eq_zero_iff (two_ne_zero)|>.1 (hz S (mem_univ S)))
    -- compare the models on the empty set and on single fragments
    have hc : c = intercept E := by simpa [model] using heq ∅
    refine ⟨hc, fun i => ?_⟩
    have h2 := heq {i}
    simp only [model, sum_singleton] at h2
    change a i = slope E i
    linarith
  · rintro ⟨hc, ha⟩ c' a'
    have ha' : a = slope E := funext ha
    rw [hc, ha', sqError_decomposition E c' a']
    exact le_add_of_nonneg_right (sum_nonneg fun S _ => sq_nonneg _)

/-- The effective energy of fragment `i` is the energy change on adding `i`, averaged over
all sets of the other fragments. -/
theorem slope_eq_average (E : Finset ι → ℝ) (i : ι) :
    slope E i = (∑ S ∈ (univ.erase i).powerset, (E (insert i S) - E S))
      / 2 ^ (Fintype.card ι - 1) := by
  have split : ∀ f : Finset ι → ℝ, ∑ S, f S = ∑ S ∈ (univ.erase i).powerset, f S
      + ∑ S ∈ (univ.erase i).powerset, f (insert i S) := by
    intro f
    have h := sum_powerset_insert (notMem_erase i univ) f
    rwa [insert_erase (mem_univ i), powerset_univ] at h
  have z : ∑ S ∈ (univ.erase i).powerset, (if i ∈ S then E S else 0) = 0 :=
    sum_eq_zero fun S hS => if_neg fun h => notMem_erase i univ (mem_powerset.1 hS h)
  have hB : ∑ S : Finset ι, (if i ∈ S then E S else 0)
      = ∑ S ∈ (univ.erase i).powerset, E (insert i S) := by
    rw [split (fun S => if i ∈ S then E S else 0), z, zero_add]
    simp
  have h := slope_contrast E i
  have hp : 0 < Fintype.card ι := Fintype.card_pos_iff.2 ⟨i⟩
  obtain ⟨k, hk⟩ : ∃ k, Fintype.card ι = k + 1 := ⟨Fintype.card ι - 1, by omega⟩
  rw [hB, split E, hk, pow_succ] at h
  rw [hk, Nat.add_sub_cancel, eq_div_iff (by positivity), sum_sub_distrib]
  linear_combination h / 2

end

end LeastSquaresOneBody
```

```lean
#print axioms LeastSquaresOneBody.least_squares_iff
#print axioms LeastSquaresOneBody.slope_eq_average
```

```
'LeastSquaresOneBody.least_squares_iff' depends on axioms: [propext, Classical.choice, Quot.sound]
'LeastSquaresOneBody.slope_eq_average' depends on axioms: [propext, Classical.choice, Quot.sound]
```

## The fitted constant and fragment energies

The finite type `ι` labels $n$ fragments, and `E : Finset ι → ℝ` gives a real energy $E(S)$ to each of the $2^n$ sets $S$ of fragments present. The many-body increment `increment E S` is

$$D(S)=\sum_{T\subseteq S}(-1)^{|S|+|T|}E(T).$$

The one-body model `model c a S` is $m(S)=c+\sum_{i\in S}a_i$, and `sqError` is $\sum_S (E(S)-m(S))^2$. The theorem `least_squares_iff` says that $(c,a)$ minimises this error over all real parameters if and only if $c=c^*$ and $a_i=a_i^*$ for every $i$, where

$$a_i^*=\sum_{S\ni i}\frac{D(S)}{2^{|S|-1}},\qquad c^*=\sum_S\frac{(1-|S|)\,D(S)}{2^{|S|}}.$$

In Lean these are `slope E i` and `intercept E`.

## What an effective fragment energy contains

Each fragment receives its own one-body increment in full, half of every pair increment that involves it, a quarter of every three-body increment that involves it, and so on. By `slope_eq_average`, $a_i^*$ is also the energy change on adding fragment $i$, averaged over all sets of the other fragments. In a fragment-based electronic-structure calculation, a one-body energy fitted in this way to all subsets with equal weight therefore includes an average interaction with the environment, and is in general not the energy of the isolated fragment.

The energy function is arbitrary: neither $E(\varnothing)=0$ nor additivity for distant fragments is assumed. The constant is fitted too, so it may differ from $E(\varnothing)$. Fits with other weights, with only some of the subsets, or with a prescribed constant are not covered, and the theorem does not bound the remaining error.

## From increments to the normal equations

The increments add up to the energy, $E(S)=\sum_{T\subseteq S}D(T)$: in this sum the coefficient of $E(R)$, for $R\subseteq S$, is $\sum_{R\subseteq T\subseteq S}(-1)^{|T|-|R|}=(1-1)^{|S|-|R|}$, which is zero unless $R=S$. Lean obtains the same identity by induction on $S$, using `increment_insert`.

A given set $U$ is contained in $2^{n-|U|}$ sets (`sum_superset_indicator`). Exchanging the order of summation gives `sum_superset_energy`:

$$\sum_{S\supseteq U}E(S)=2^n\sum_T D(T)\,2^{-|T\cup U|}.$$

Let $\bar E=2^{-n}\sum_S E(S)$ and $M_i=2^{-n}\sum_{S\ni i}E(S)$. Taking $U=\varnothing$ and $U=\{i\}$,

$$\bar E=\sum_T\frac{D(T)}{2^{|T|}},\qquad M_i=\sum_{T\ni i}\frac{D(T)}{2^{|T|}}+\frac12\sum_{T\not\ni i}\frac{D(T)}{2^{|T|}}.$$

Hence $4M_i-2\bar E=a_i^*$, which is `slope_contrast`. Splitting the sums in it by whether $i$ is present gives the average over environments.

Since $\sum_i a_i^*=\sum_S|S|\,D(S)/2^{|S|-1}$, also $c^*=\bar E-\tfrac12\sum_i a_i^*$, which is `intercept_mean`.

Let $m^*$ be the model with these parameters. Counting sets again,

$$2^{-n}\sum_S m^*(S)=c^*+\frac12\sum_j a_j^*=\bar E,$$

$$2^{-n}\sum_{S\ni i}m^*(S)=\frac{c^*}{2}+\frac{a_i^*}{4}+\frac14\sum_j a_j^*=\frac{\bar E}{2}+\frac{a_i^*}{4}=M_i.$$

So the residual $r=E-m^*$ sums to zero over all sets and over the sets containing any given $i$. These are the `normal_equations`; the two `linear_combination` steps carry out the final substitutions.

## Why no other model does as well

For any one-body model $m$,

$$\sum_S r(S)\,m(S)=c\sum_S r(S)+\sum_i a_i\sum_{S\ni i}r(S)=0.$$

Writing $E-m=r-(m-m^*)$ and squaring, the cross term vanishes, because $m$ and $m^*$ are both one-body models. This gives `sqError_decomposition`:

$$\sum_S(E-m)^2=\sum_S(E-m^*)^2+\sum_S(m-m^*)^2.$$

The last sum is non-negative, so $m^*$ is a minimiser. If $m$ is another, that sum is zero, and `sum_eq_zero_iff_of_nonneg` makes each of its terms zero. Equality on the empty set then gives $c=c^*$, and equality on $\{i\}$ gives $a_i=a_i^*$.
